# Anticommuting Hermitian matrices: a term without zero level keeps the levels of the sum away from zero

To find the bands of a two-band model near a gapless point, one squares the Hamiltonian \(k\sigma_x+m\sigma_z\), sees the cross terms vanish, and reads off \(E^2=k^2+m^2\). Here \(k\) is the wavevector measured from that point, multiplied by \(\hbar\) and a velocity, and \(m\) is the strength of the mass term, so both are energies. The same step works for any two finite Hermitian matrices \(A\) and \(B\) with \(AB+BA=0\). Every level \(E\) of \(A+B\) then satisfies

\[
\lambda_{\min}(A^2)+\lambda_{\min}(B^2)\;\le\;E^2\;\le\;\lambda_{\max}(A^2)+\lambda_{\max}(B^2),
\]

where \(\lambda_{\min}\) and \(\lambda_{\max}\) denote the lowest and highest level of a matrix. In a non-interacting or mean-field model with finitely many orthonormal orbitals per unit cell, this bounds, at each wavevector, how far from zero energy the levels lie when an anticommuting mass or pairing term is added.

## Levels of a finite Hermitian matrix

The basis states are orthonormal and labelled by a finite type `n`, and operators are complex matrices over it.

```lean
import Mathlib

open Matrix
open scoped ComplexOrder

namespace AnticommutingGap

noncomputable section

variable {n : Type*} [Fintype n] [DecidableEq n]
```

A real number \(E\) is a level of \(M\) if \(Mv=Ev\) for some \(v\neq0\). The set `levels M` records which energies occur, but not their degeneracies. In Lean, `*ᵥ` applies a matrix to a vector.

```lean
/-- The real energy levels of a matrix: the real `E` for which `M v = E v` has a nonzero
solution `v`. -/
def levels (M : Matrix n n ℂ) : Set ℝ :=
  {E | ∃ v : n → ℂ, v ≠ 0 ∧ M *ᵥ v = (E : ℂ) • v}
```

The lowest level is the infimum of this set.

```lean
/-- The lowest level of a Hermitian matrix of size at least one. -/
def lmin (M : Matrix n n ℂ) : ℝ := sInf (levels M)
```

The highest level is its supremum.

```lean
/-- The highest level of a Hermitian matrix of size at least one. -/
def lmax (M : Matrix n n ℂ) : ℝ := sSup (levels M)
```

For Hermitian \(M\) of size at least one, these are a true minimum and maximum, because the set is finite and nonempty. To see this, note that \((E-M)v=0\) has a nonzero solution exactly when \(\det(E-M)=0\), that is, when \(E\) belongs to the spectrum. The real spectrum of a Hermitian matrix is the list of eigenvalues from its diagonalisation, which Mathlib calls `hM.eigenvalues`. The proof follows this chain, with `key` writing out \((E-M)v=Ev-Mv\).

```lean
/-- The levels of a Hermitian matrix are the eigenvalues listed by its diagonalisation. -/
theorem levels_eq_range {M : Matrix n n ℂ} (hM : M.IsHermitian) :
    levels M = Set.range hM.eigenvalues := by
  rw [← hM.spectrum_real_eq_range_eigenvalues]
  ext E
  have key : ∀ v : n → ℂ,
      (algebraMap ℝ (Matrix n n ℂ) E - M) *ᵥ v = (E : ℂ) • v - M *ᵥ v := by
    intro v
    have h : algebraMap ℝ (Matrix n n ℂ) E = (E : ℂ) • (1 : Matrix n n ℂ) := by
      rw [Algebra.algebraMap_eq_smul_one]
      ext i j
      simp [Matrix.smul_apply]
    rw [h, Matrix.sub_mulVec, Matrix.smul_mulVec, Matrix.one_mulVec]
  -- a level is a zero of the secular determinant
  rw [spectrum.mem_iff, Matrix.isUnit_iff_isUnit_det, isUnit_iff_ne_zero, not_not,
    ← Matrix.exists_mulVec_eq_zero_iff]
  constructor
  · rintro ⟨v, hv, h⟩
    exact ⟨v, hv, by rw [key, h, sub_self]⟩
  · rintro ⟨v, hv, h⟩
    exact ⟨v, hv, (sub_eq_zero.1 ((key v).symm.trans h)).symm⟩
```

## Expectation values between the extreme levels

State vectors are not normalised here, so the squared norm \(v^\dagger v=\sum_i|v_i|^2\) appears explicitly, written `star v ⬝ᵥ v`. If \(v\neq0\), some component is nonzero and the sum is positive. This allows division by the squared norm later.

```lean
omit [DecidableEq n] in
/-- A nonzero state vector has positive squared norm. -/
theorem norm_pos {v : n → ℂ} (hv : v ≠ 0) : 0 < (star v ⬝ᵥ v).re := by
  have h : (star v ⬝ᵥ v).re = ∑ i, Complex.normSq (v i) := by
    simp [dotProduct, Complex.normSq_apply]
  obtain ⟨i, hi⟩ := Function.ne_iff.1 hv
  rw [h]
  exact Finset.sum_pos' (fun j _ => Complex.normSq_nonneg _)
    ⟨i, Finset.mem_univ i, Complex.normSq_pos.2 hi⟩
```

Suppose that no level of \(M\) lies below \(c\). If \((M-c)w=\mu w\) with \(w\neq0\), then \(Mw=(\mu+c)w\), so \(\mu+c\ge c\) and \(\mu\ge0\). The Hermitian matrix \(M-c\) therefore has no negative eigenvalue and is positive semidefinite, which gives

\[
v^\dagger(M-c)v\ge0,\qquad\text{that is,}\qquad c\,v^\dagger v\le v^\dagger Mv .
\]

For a normalised state this reads \(c\le\langle M\rangle\). The Lean statement takes real parts, which loses nothing, since both quantities are real.

```lean
/-- If no level of a Hermitian matrix lies below `c`, then its unnormalised expectation value
`v† M v` in any state `v` is at least `c` times the squared norm of the state. -/
theorem rayleigh_lower {M : Matrix n n ℂ} (hM : M.IsHermitian) {c : ℝ}
    (hc : ∀ E ∈ levels M, c ≤ E) (v : n → ℂ) :
    c * (star v ⬝ᵥ v).re ≤ (star v ⬝ᵥ M *ᵥ v).re := by
  have h1 : ((c : ℂ) • (1 : Matrix n n ℂ)).IsHermitian := by
    simp [Matrix.IsHermitian, Matrix.conjTranspose_smul]
  have hN := hM.sub h1
  -- the shifted matrix has no negative level
  have hpos : (M - (c : ℂ) • (1 : Matrix n n ℂ)).PosSemidef := by
    rw [hN.posSemidef_iff_eigenvalues_nonneg]
    intro i
    have hi : hN.eigenvalues i ∈ levels (M - (c : ℂ) • (1 : Matrix n n ℂ)) := by
      rw [levels_eq_range hN]
      exact ⟨i, rfl⟩
    obtain ⟨w, hw, h⟩ := hi
    rw [Matrix.sub_mulVec, Matrix.smul_mulVec, Matrix.one_mulVec, sub_eq_iff_eq_add] at h
    have h2 := hc (hN.eigenvalues i + c) ⟨w, hw, by rw [h]; push_cast; module⟩
    show (0 : ℝ) ≤ hN.eigenvalues i
    linarith
  have h := hpos.dotProduct_mulVec_nonneg v
  rw [Matrix.sub_mulVec, Matrix.smul_mulVec, Matrix.one_mulVec, dotProduct_sub,
    dotProduct_smul, smul_eq_mul] at h
  have h' := (Complex.le_def.1 h).1
  rw [Complex.sub_re, Complex.re_ofReal_mul, Complex.zero_re] at h'
  linarith
```

Choosing \(c=\lambda_{\min}(M)\) gives the lower Rayleigh bound. The levels of \(-M\) are the negatives of those of \(M\), so none lies below \(-\lambda_{\max}(M)\). Applying the previous step to \(-M\) and changing signs gives the upper bound:

\[
\lambda_{\min}(M)\,v^\dagger v\;\le\;v^\dagger Mv\;\le\;\lambda_{\max}(M)\,v^\dagger v .
\]

```lean
/-- The unnormalised expectation value `v† M v` of a Hermitian matrix `M` lies between its lowest
and its highest level, each multiplied by the squared norm of the state. -/
theorem rayleigh_bounds {M : Matrix n n ℂ} (hM : M.IsHermitian) (v : n → ℂ) :
    lmin M * (star v ⬝ᵥ v).re ≤ (star v ⬝ᵥ M *ᵥ v).re ∧
      (star v ⬝ᵥ M *ᵥ v).re ≤ lmax M * (star v ⬝ᵥ v).re := by
  have hfin : (levels M).Finite := by
    rw [levels_eq_range hM]
    exact Set.finite_range _
  refine ⟨rayleigh_lower hM (fun E hE => csInf_le hfin.bddBelow hE) v, ?_⟩
  -- the upper bound is the lower bound for `-M`
  have hc : ∀ E ∈ levels (-M), -lmax M ≤ E := by
    rintro E ⟨w, hw, h⟩
    rw [Matrix.neg_mulVec, neg_eq_iff_eq_neg] at h
    have hE : -E ∈ levels M := ⟨w, hw, by rw [h]; push_cast; module⟩
    have h2 : -E ≤ lmax M := le_csSup hfin.bddAbove hE
    linarith
  have h := rayleigh_lower hM.neg hc v
  rw [Matrix.neg_mulVec, dotProduct_neg, Complex.neg_re] at h
  linarith
```

## Squaring the Hamiltonian

Let \(H\) be Hermitian. If \(Hv=Ev\), then \(H^2v=E^2v\), so squares of levels are levels of the square.

Conversely, let \(H^2v=sv\) with \(v\neq0\). Then \(s\,v^\dagger v=(Hv)^\dagger(Hv)\ge0\), so \(s\ge0\) and we may put \(r=\sqrt s\). Consider \(w=Hv+rv\). If \(w=0\), then \(Hv=-rv\), and \(-r\) is a level of \(H\). If \(w\neq0\), then

\[
Hw=H^2v+rHv=r^2v+rHv=rw,
\]

and \(r\) is a level. In both cases \(s\) is the square of a level. The `by_cases` line in the proof makes this distinction.

```lean
/-- The levels of the square of a Hermitian matrix are the squares of its levels. -/
theorem sq_level_iff {H : Matrix n n ℂ} (hH : H.IsHermitian) {s : ℝ} :
    s ∈ levels (H * H) ↔ ∃ E ∈ levels H, E ^ 2 = s := by
  constructor
  · rintro ⟨v, hv, h⟩
    have hs : 0 ≤ s := by
      have h1 := (Matrix.posSemidef_conjTranspose_mul_self H).dotProduct_mulVec_nonneg v
      rw [hH.eq, h, dotProduct_smul, smul_eq_mul] at h1
      have h2 := (Complex.le_def.1 h1).1
      rw [Complex.zero_re, Complex.re_ofReal_mul] at h2
      by_contra hn
      linarith [mul_neg_of_neg_of_pos (not_le.1 hn) (norm_pos hv)]
    obtain ⟨r, rfl⟩ : ∃ r : ℝ, r ^ 2 = s := ⟨√s, Real.sq_sqrt hs⟩
    -- either `v` has level `-r`, or `(H + r) v` has level `r`
    by_cases hw : H *ᵥ v + (r : ℂ) • v = 0
    · exact ⟨-r, ⟨v, hv, by rw [eq_neg_of_add_eq_zero_left hw]; push_cast; module⟩, neg_sq r⟩
    · refine ⟨r, ⟨_, hw, ?_⟩, rfl⟩
      rw [Matrix.mulVec_add, Matrix.mulVec_smul, Matrix.mulVec_mulVec, h]
      push_cast
      module
  · rintro ⟨E, ⟨v, hv, h⟩, rfl⟩
    refine ⟨v, hv, ?_⟩
    rw [← Matrix.mulVec_mulVec, h, Matrix.mulVec_smul, h]
    push_cast
    module
```

For \(H=A+B\) the square expands, with the order of the factors kept, as

\[
(A+B)^2=A^2+AB+BA+B^2=A^2+B^2 .
\]

The tactic `noncomm_ring` does the expansion, and the hypothesis `hAB` removes the two middle terms.

```lean
/-- For anticommuting terms the cross terms cancel in the square of the Hamiltonian. -/
theorem anticomm_sq {A B : Matrix n n ℂ} (hAB : A * B + B * A = 0) :
    (A + B) * (A + B) = A * A + B * B := by
  linear_combination (norm := noncomm_ring) hAB
```

## Bounds on the squared levels

Let \(E\) be a level of \(A+B\). By the last two steps there is a \(v\neq0\) with \((A^2+B^2)v=E^2v\). Multiplying by \(v^\dagger\) from the left gives

\[
v^\dagger A^2v+v^\dagger B^2v=E^2\,v^\dagger v ,
\]

which is the equation `e` in the proof. The matrices \(A^2\) and \(B^2\) are Hermitian, so the Rayleigh bounds apply to each term on the left. Adding them and dividing by \(v^\dagger v>0\) gives the two inequalities. In the statement, `hA` and `hB` say that the terms are Hermitian, `hAB` is the anticommutation, and `hE` says that \(E\) is a level of the sum.

```lean
/-- For anticommuting Hermitian `A` and `B`, the square of every level of `A + B` lies between
the sum of the lowest and the sum of the highest levels of `A²` and `B²`. -/
theorem anticommuting_level_bounds {A B : Matrix n n ℂ} (hA : A.IsHermitian)
    (hB : B.IsHermitian) (hAB : A * B + B * A = 0) {E : ℝ} (hE : E ∈ levels (A + B)) :
    lmin (A * A) + lmin (B * B) ≤ E ^ 2 ∧ E ^ 2 ≤ lmax (A * A) + lmax (B * B) := by
  have h := (sq_level_iff (hA.add hB)).2 ⟨E, hE, rfl⟩
  rw [anticomm_sq hAB] at h
  obtain ⟨v, hv, h⟩ := h
  have hN := norm_pos hv
  have hA2 : (A * A).IsHermitian := by
    rw [Matrix.IsHermitian, Matrix.conjTranspose_mul, hA.eq]
  have hB2 : (B * B).IsHermitian := by
    rw [Matrix.IsHermitian, Matrix.conjTranspose_mul, hB.eq]
  -- `v† A² v` and `v† B² v` add up to `E²` times the squared norm of `v`
  have e : (star v ⬝ᵥ (A * A) *ᵥ v).re + (star v ⬝ᵥ (B * B) *ᵥ v).re
      = E ^ 2 * (star v ⬝ᵥ v).re := by
    rw [← Complex.add_re, ← dotProduct_add, ← Matrix.add_mulVec, h, dotProduct_smul,
      smul_eq_mul, Complex.re_ofReal_mul]
  obtain ⟨a1, a2⟩ := rayleigh_bounds hA2 v
  obtain ⟨b1, b2⟩ := rayleigh_bounds hB2 v
  exact ⟨le_of_mul_le_mul_right (by linarith) hN, le_of_mul_le_mul_right (by linarith) hN⟩
```

In size one, \(A\) and \(B\) are real numbers \(\alpha\) and \(\beta\) with \(2\alpha\beta=0\), so at least one of them vanishes. The only level is \(E=\alpha+\beta\), and \(E^2=\alpha^2+\beta^2\): both bounds are equalities.

Without anticommutation both bounds can fail. Take \(A=\sigma_z\) and \(B=1\), a uniform energy shift. Then \(A^2=B^2=1\), so both bounds equal \(2\), while the levels of \(A+B\) are \(0\) and \(2\), with squares \(0\) and \(4\). Here \(B\) has no zero level, and yet the sum has one.

## A mass term without zero level

Now let the size be at least one, and suppose that \(0\) is not a level of \(B\). In other words, the mass or pairing term sends no nonzero state vector to zero. The lowest level of a square is attained, and it is the square of a level, so \(\lambda_{\min}(A^2)=a^2\) and \(\lambda_{\min}(B^2)=b^2\) for some level \(a\) of \(A\) and some level \(b\) of \(B\). By assumption \(b\neq0\). The lower bound then gives

\[
E^2\ge a^2+b^2\ge b^2>0 .
\]

Hence no level of \(A+B\) lies strictly between \(-|b|\) and \(|b|\). This does not say that there are levels on both sides of zero; in size one there is only a single level. In the proof, `low` supplies \(a\) and \(b\), and `[Nonempty n]` ensures that there are levels to choose from.

```lean
/-- In size at least one, let a Hermitian term `B` without zero level anticommute with a
Hermitian `A`. Then the lowest level of `B²` is positive and bounds the square of every level
of `A + B` from below. -/
theorem mass_opens_gap [Nonempty n] {A B : Matrix n n ℂ} (hA : A.IsHermitian)
    (hB : B.IsHermitian) (hAB : A * B + B * A = 0) (hB0 : (0 : ℝ) ∉ levels B) :
    0 < lmin (B * B) ∧ ∀ E ∈ levels (A + B), lmin (B * B) ≤ E ^ 2 := by
  -- the lowest level of a square is the square of a level
  have low : ∀ M : Matrix n n ℂ, M.IsHermitian → ∃ x ∈ levels M, x ^ 2 = lmin (M * M) := by
    intro M hM
    have hM2 : (M * M).IsHermitian := by
      rw [Matrix.IsHermitian, Matrix.conjTranspose_mul, hM.eq]
    apply (sq_level_iff hM).1
    unfold lmin
    rw [levels_eq_range hM2]
    exact (Set.range_nonempty _).csInf_mem (Set.finite_range _)
  obtain ⟨a, -, ha⟩ := low A hA
  obtain ⟨b, hb, hb2⟩ := low B hB
  have hb0 : b ≠ 0 := by
    rintro rfl
    exact hB0 hb
  refine ⟨by rw [← hb2]; positivity, fun E hE => ?_⟩
  have h := (anticommuting_level_bounds hA hB hAB hE).1
  linarith [sq_nonneg a]
```

## The massive dispersion relation

A Dirac mass term squares to a multiple of the identity: \(B^2=m^2\,1\), with \(m\) real and in units of energy. This is the hypothesis `hm`. From here on, \(a\) is a real number to be compared with the levels of \(A^2\), no longer a level of \(A\). Adding a multiple of the identity shifts all levels equally, so

\[
A^2v=av\quad\Longleftrightarrow\quad(A^2+B^2)v=(a+m^2)v .
\]

Since \(A^2+B^2=(A+B)^2\), the result on squares turns the right-hand side into a statement about \(A+B\): the number \(a\) is a level of \(A^2\) exactly when \(A+B\) has a level \(E\) with \(E^2=a+m^2\). If \(a=p^2\) for a level \(p\) of \(A\), this is \(E^2=p^2+m^2\). The theorem provides at least one of the two signs of \(E\), and it does not count degeneracies. The two directions of the proof add and subtract \(m^2v\).

```lean
/-- If anticommuting Hermitian `A` and `B` satisfy `B² = m²`, then `a` is a level of `A²`
exactly when `A + B` has a level `E` with `E² = a + m²`. -/
theorem massive_dispersion {A B : Matrix n n ℂ} (hA : A.IsHermitian) (hB : B.IsHermitian)
    (hAB : A * B + B * A = 0) {m : ℝ} (hm : B * B = ((m : ℂ) ^ 2) • (1 : Matrix n n ℂ))
    (a : ℝ) : a ∈ levels (A * A) ↔ ∃ E ∈ levels (A + B), E ^ 2 = a + m ^ 2 := by
  rw [← sq_level_iff (hA.add hB), anticomm_sq hAB, hm]
  have key : ∀ v : n → ℂ, (A * A + ((m : ℂ) ^ 2) • (1 : Matrix n n ℂ)) *ᵥ v
      = (A * A) *ᵥ v + ((m : ℂ) ^ 2) • v := by
    intro v
    rw [Matrix.add_mulVec, Matrix.smul_mulVec, Matrix.one_mulVec]
  constructor
  · rintro ⟨v, hv, h⟩
    refine ⟨v, hv, ?_⟩
    rw [key, h]
    push_cast
    module
  · rintro ⟨v, hv, h⟩
    refine ⟨v, hv, ?_⟩
    rw [key] at h
    rw [eq_sub_of_add_eq h]
    push_cast
    module
```

The two-band model fits these hypotheses with \(A=k\sigma_x\) and \(B=m\sigma_z\), for any real \(k\) and \(m\). Both matrices are Hermitian, \(\sigma_x\sigma_z+\sigma_z\sigma_x=0\), and \((m\sigma_z)^2=m^2\,1\). The proof compares the matrices entry by entry.

Since \(A^2=k^2\,1\), the only level of \(A^2\) is \(k^2\), and the dispersion relation gives \(E^2=k^2+m^2\). The trace of \(A+B\) is zero, so both signs occur and the bands are \(E=\pm\sqrt{k^2+m^2}\). They are separated by \(2|m|\) at \(k=0\), and they touch there when \(m=0\).

```lean
/-- The two-band matrices `k σx` and `m σz` with real `k` and `m` are Hermitian and anticommute,
and the second squares to `m²`. -/
theorem massive_dispersion_witness (k m : ℝ) :
    (!![0, (k : ℂ); (k : ℂ), 0]).IsHermitian ∧ (!![(m : ℂ), 0; 0, -(m : ℂ)]).IsHermitian ∧
    !![0, (k : ℂ); (k : ℂ), 0] * !![(m : ℂ), 0; 0, -(m : ℂ)]
      + !![(m : ℂ), 0; 0, -(m : ℂ)] * !![0, (k : ℂ); (k : ℂ), 0] = 0 ∧
    !![(m : ℂ), 0; 0, -(m : ℂ)] * !![(m : ℂ), 0; 0, -(m : ℂ)]
      = ((m : ℂ) ^ 2) • (1 : Matrix (Fin 2) (Fin 2) ℂ) := by
  refine ⟨?_, ?_, ?_, ?_⟩
  · ext i j
    fin_cases i <;> fin_cases j <;> simp [Matrix.conjTranspose_apply]
  · ext i j
    fin_cases i <;> fin_cases j <;> simp [Matrix.conjTranspose_apply]
  · ext i j
    fin_cases i <;> fin_cases j <;> simp <;> ring
  · ext i j
    fin_cases i <;> fin_cases j <;> simp [Matrix.mul_apply, Fin.sum_univ_succ] <;> ring

end

end AnticommutingGap
```

```lean
#print axioms AnticommutingGap.anticommuting_level_bounds
-- 'AnticommutingGap.anticommuting_level_bounds' depends on axioms: [propext, Classical.choice, Quot.sound]
#print axioms AnticommutingGap.mass_opens_gap
-- 'AnticommutingGap.mass_opens_gap' depends on axioms: [propext, Classical.choice, Quot.sound]
#print axioms AnticommutingGap.massive_dispersion
-- 'AnticommutingGap.massive_dispersion' depends on axioms: [propext, Classical.choice, Quot.sound]
```
